# The boundary Wronskian and the generalized overlap of PAW radial solutions

Work in atomic units on a radial interval $[0,r]$ with $r>0$, for one angular-momentum channel. All functions are real, and $u(x)$ is the radial amplitude, that is, $x$ times the radial wave function; the projectors below carry the same factor $x$. A prime denotes $d/dx$.

```lean
import Mathlib

open MeasureTheory Set Filter Topology

namespace PAWScattering

noncomputable section

variable {ι κ : Type*} [Fintype ι] [Fintype κ] {r : ℝ}
```

The plain overlap is $\langle f,g\rangle=\int_0^r f(x)g(x)\,dx$.

```lean
/-- The radial overlap of two real functions on `[0, r]`. -/
def overlap (r : ℝ) (f g : ℝ → ℝ) : ℝ := ∫ x in (0 : ℝ)..r, f x * g x
```

A `Channel` contains a local potential $V$, finitely many projectors $p_i$ continuous on $[0,r]$, and real symmetric matrices $D$ (nonlocal strengths) and $q$ (augmentation charges). No regularity is asked of $V$, so it may include the centrifugal term. The matrix $q$ need not be positive. In a PAW calculation, $r$ must be large enough that the projectors vanish beyond it, so that integrals over $[0,r]$ give the full projections.

```lean
/-- A PAW scattering channel on `[0, r]`: a local potential `V`, continuous projectors `p`,
and symmetric matrices of nonlocal strengths `D` and augmentation charges `q`. -/
structure Channel (r : ℝ) (ι : Type*) where
  V : ℝ → ℝ
  p : ι → ℝ → ℝ
  D : Matrix ι ι ℝ
  q : Matrix ι ι ℝ
  r_pos : 0 < r
  p_cont : ∀ i, ContinuousOn (p i) (Icc 0 r)
  D_symm : D.IsSymm
  q_symm : q.IsSymm
```

At energy $e$ the nonlocal term acts on $u$ as
$$(N_e u)(x)=\sum_i p_i(x)\sum_j (D_{ij}-e\,q_{ij})\langle p_j,u\rangle .$$
The inner sum is `coupling`, and the whole expression is `nonlocalTerm`.

```lean
/-- The coefficient `∑ j, (D i j - e q i j) ⟨p j, u⟩` of projector `i` at energy `e`. -/
def Channel.coupling (C : Channel r ι) (e : ℝ) (u : ℝ → ℝ) (i : ι) : ℝ :=
  ∑ j, (C.D i j - e * C.q i j) * overlap r (C.p j) u

/-- The energy-dependent nonlocal term of the radial equation, evaluated at `x`. -/
def Channel.nonlocalTerm (C : Channel r ι) (e : ℝ) (u : ℝ → ℝ) (x : ℝ) : ℝ :=
  ∑ i, C.p i x * C.coupling e u i
```

The generalized overlap adds the augmentation charge to the plain one:
$$\langle u,v\rangle_S=\langle u,v\rangle+\sum_{ij}q_{ij}\langle p_i,u\rangle\langle p_j,v\rangle .$$

```lean
/-- The generalized overlap: the radial overlap plus the augmentation term. -/
def Channel.genOverlap (C : Channel r ι) (u v : ℝ → ℝ) : ℝ :=
  overlap r u v + ∑ i, ∑ j, C.q i j * overlap r (C.p i) u * overlap r (C.p j) v
```

A solution at energy $e$ satisfies $u(0)=0$ and, for $0<x<r$,
$$-\tfrac12u''+Vu+N_eu=e\,u .$$
In `IsSolution` the slope is a separate function `du`. Both `u` and `du` are continuous on $[0,r]$; inside the interval, `du` is the derivative of `u` and is itself differentiable. Thus `du r` is the slope at the boundary taken from within, and $u''$ need not be continuous. The zero function also counts as a solution.

```lean
/-- `u`, with radial derivative `du`, vanishes at the origin and solves the PAW radial
equation at energy `e`. -/
structure Channel.IsSolution (C : Channel r ι) (e : ℝ) (u du : ℝ → ℝ) : Prop where
  cont : ContinuousOn u (Icc 0 r)
  cont_du : ContinuousOn du (Icc 0 r)
  hasDeriv : ∀ x ∈ Ioo 0 r, HasDerivAt u (du x) x
  diff_du : ∀ x ∈ Ioo 0 r, DifferentiableAt ℝ du x
  origin : u 0 = 0
  equation : ∀ x ∈ Ioo 0 r,
    -deriv du x / 2 + C.V x * u x + C.nonlocalTerm e u x = e * u x
```

## (a) Matrix elements of the nonlocal term

Let $v$ be continuous on $[0,r]$. Reduce the matrix element of $N_e$ between $v$ and $u$ to projections:
$$\langle v,N_eu\rangle=\sum_{ij}(D_{ij}-e\,q_{ij})\langle p_i,u\rangle\langle p_j,v\rangle .$$

**Solution.** The couplings are numbers, so the integral passes through the finite sum:
$$\langle v,N_eu\rangle=\sum_i\langle p_i,v\rangle\sum_j(D_{ij}-e\,q_{ij})\langle p_j,u\rangle .$$
Exchange the names $i$ and $j$, then use $D_{ji}=D_{ij}$ and $q_{ji}=q_{ij}$.

In the proof, `h1` and `h2` perform the integration, with integrability supplied by the continuity of $p_i v$. `Finset.sum_comm` and the two symmetry rewrites exchange the indices.

```lean
/-- The matrix element of the nonlocal term between `v` and `u` is a finite sum of
products of projections. -/
theorem nonlocal_matrix_element (C : Channel r ι) (e : ℝ) (u : ℝ → ℝ) {v : ℝ → ℝ}
    (hv : ContinuousOn v (Icc 0 r)) :
    overlap r v (C.nonlocalTerm e u) =
      ∑ i, ∑ j, (C.D i j - e * C.q i j) * overlap r (C.p i) u * overlap r (C.p j) v := by
  have hi : ∀ i, IntervalIntegrable (fun x => C.p i x * v x) volume 0 r := fun i =>
    ContinuousOn.intervalIntegrable_of_Icc C.r_pos.le ((C.p_cont i).mul hv)
  have h1 : overlap r v (C.nonlocalTerm e u) =
      ∫ x in (0 : ℝ)..r, ∑ i, (C.p i x * v x) * C.coupling e u i := by
    refine intervalIntegral.integral_congr fun x _ => ?_
    change v x * ∑ i, C.p i x * C.coupling e u i = ∑ i, (C.p i x * v x) * C.coupling e u i
    rw [Finset.mul_sum]
    exact Finset.sum_congr rfl fun i _ => by ring
  have h2 : overlap r v (C.nonlocalTerm e u) =
      ∑ i, overlap r (C.p i) v * C.coupling e u i := by
    rw [h1, intervalIntegral.integral_finsetSum (fun i _ => (hi i).mul_const _)]
    exact Finset.sum_congr rfl fun i _ => intervalIntegral.integral_mul_const _ _
  -- exchange the two projector indices, using the symmetry of `D` and `q`
  rw [h2]
  simp only [Channel.coupling, Finset.mul_sum]
  rw [Finset.sum_comm]
  refine Finset.sum_congr rfl fun i _ => Finset.sum_congr rfl fun j _ => ?_
  rw [C.D_symm.apply i j, C.q_symm.apply i j]
  ring
```

## (b) The Wronskian at the boundary

Let $u_1,u_2$ be solutions in the same channel at energies $e_1,e_2$. Show that
$$u_1'(r)u_2(r)-u_1(r)u_2'(r)=-2(e_1-e_2)\langle u_1,u_2\rangle_S .$$

**Solution.** Put $W=u_1'u_2-u_1u_2'$. The first-derivative products cancel in $W'$, leaving $u_1''u_2-u_1u_2''$. Insert $u_k''=2(Vu_k+N_{e_k}u_k-e_ku_k)$. The potential cancels:
$$W'=2(e_2-e_1)u_1u_2+2u_2N_{e_1}u_1-2u_1N_{e_2}u_2 .$$
Since $u_1(0)=u_2(0)=0$, also $W(0)=0$. Integration gives
$$W(r)=2(e_2-e_1)\langle u_1,u_2\rangle+2\langle u_2,N_{e_1}u_1\rangle-2\langle u_1,N_{e_2}u_2\rangle .$$
By (a) and symmetry, the $D$ terms cancel in the difference of matrix elements:
$$\langle u_2,N_{e_1}u_1\rangle-\langle u_1,N_{e_2}u_2\rangle=(e_2-e_1)\sum_{ij}q_{ij}\langle p_i,u_1\rangle\langle p_j,u_2\rangle .$$
Together with the plain overlap this is $2(e_2-e_1)\langle u_1,u_2\rangle_S$.

In the code, `hW` is the fundamental theorem of calculus applied to $W$. Its derivative is written without $V$, so that its integrability is evident even when $V$ is irregular. The `linear_combination` inside `hW` adds the two radial equations with factors $-2u_2$ and $2u_1$. The step `hq` is the cancellation of $D$.

```lean
/-- The Wronskian at `r` of two solutions equals minus twice their energy difference times
their generalized overlap. -/
theorem wronskian_eq (C : Channel r ι) {e₁ e₂ : ℝ} {u₁ du₁ u₂ du₂ : ℝ → ℝ}
    (h₁ : C.IsSolution e₁ u₁ du₁) (h₂ : C.IsSolution e₂ u₂ du₂) :
    du₁ r * u₂ r - u₁ r * du₂ r = -2 * (e₁ - e₂) * C.genOverlap u₁ u₂ := by
  have hN : ∀ e u, ContinuousOn (C.nonlocalTerm e u) (Icc 0 r) := fun e u => by
    change ContinuousOn (fun x => ∑ i, C.p i x * C.coupling e u i) (Icc 0 r)
    exact continuousOn_finsetSum _ fun i _ => (C.p_cont i).mul continuousOn_const
  have i0 : IntervalIntegrable (fun x => 2 * (e₂ - e₁) * (u₁ x * u₂ x)) volume 0 r :=
    (ContinuousOn.intervalIntegrable_of_Icc C.r_pos.le (h₁.cont.mul h₂.cont)).const_mul _
  have i1 : IntervalIntegrable (fun x => 2 * (u₂ x * C.nonlocalTerm e₁ u₁ x)) volume 0 r :=
    (ContinuousOn.intervalIntegrable_of_Icc C.r_pos.le (h₂.cont.mul (hN e₁ u₁))).const_mul _
  have i2 : IntervalIntegrable (fun x => 2 * (u₁ x * C.nonlocalTerm e₂ u₂ x)) volume 0 r :=
    (ContinuousOn.intervalIntegrable_of_Icc C.r_pos.le (h₁.cont.mul (hN e₂ u₂))).const_mul _
  -- the local potential cancels in the derivative of the Wronskian
  have hW := intervalIntegral.integral_eq_sub_of_hasDerivAt_of_le
    (f := fun x => du₁ x * u₂ x - u₁ x * du₂ x)
    (f' := fun x => 2 * (e₂ - e₁) * (u₁ x * u₂ x) + 2 * (u₂ x * C.nonlocalTerm e₁ u₁ x)
      - 2 * (u₁ x * C.nonlocalTerm e₂ u₂ x)) C.r_pos.le
    ((h₁.cont_du.mul h₂.cont).sub (h₁.cont.mul h₂.cont_du))
    (fun x hx => (((h₁.diff_du x hx).hasDerivAt.fun_mul (h₂.hasDeriv x hx)).fun_sub
      ((h₁.hasDeriv x hx).fun_mul (h₂.diff_du x hx).hasDerivAt)).congr_deriv (by
        linear_combination (-2 * u₂ x) * h₁.equation x hx + (2 * u₁ x) * h₂.equation x hx))
    ((i0.add i1).sub i2)
  rw [intervalIntegral.integral_sub (i0.add i1) i2, intervalIntegral.integral_add i0 i1,
    intervalIntegral.integral_const_mul, intervalIntegral.integral_const_mul,
    intervalIntegral.integral_const_mul] at hW
  change 2 * (e₂ - e₁) * overlap r u₁ u₂ + 2 * overlap r u₂ (C.nonlocalTerm e₁ u₁)
    - 2 * overlap r u₁ (C.nonlocalTerm e₂ u₂)
    = (du₁ r * u₂ r - u₁ r * du₂ r) - (du₁ 0 * u₂ 0 - u₁ 0 * du₂ 0) at hW
  rw [h₁.origin, h₂.origin] at hW
  -- the `D` terms cancel and the `q` terms leave the augmentation overlap
  have hq : overlap r u₂ (C.nonlocalTerm e₁ u₁) - overlap r u₁ (C.nonlocalTerm e₂ u₂) =
      (e₂ - e₁) * ∑ i, ∑ j, C.q i j * overlap r (C.p i) u₁ * overlap r (C.p j) u₂ := by
    rw [nonlocal_matrix_element C e₁ u₁ h₂.cont, nonlocal_matrix_element C e₂ u₂ h₁.cont,
      Finset.sum_comm (f := fun i j => (C.D i j - e₂ * C.q i j) *
        overlap r (C.p i) u₂ * overlap r (C.p j) u₁)]
    simp only [Finset.mul_sum, ← Finset.sum_sub_distrib]
    refine Finset.sum_congr rfl fun i _ => Finset.sum_congr rfl fun j _ => ?_
    rw [C.D_symm.apply i j, C.q_symm.apply i j]
    ring
  unfold Channel.genOverlap
  linear_combination 2 * hq - hW
```

## (c) Equal boundary ratios at distinct energies

For $e_1\ne e_2$, show that
$$u_1'(r)u_2(r)=u_1(r)u_2'(r)\quad\Longleftrightarrow\quad\langle u_1,u_2\rangle_S=0 .$$

**Solution.** The left side says $W(r)=0$. By (b), this means $-2(e_1-e_2)\langle u_1,u_2\rangle_S=0$, and the prefactor is nonzero. If both amplitudes are nonzero at $r$, the left side is equality of the logarithmic derivatives; the product form also covers nodes at $r$.

The proof moves everything to one side, rewrites with `wronskian_eq` and removes the nonzero factor.

```lean
/-- At distinct energies, the Wronskian of two solutions vanishes at `r` exactly when their
generalized overlap vanishes. -/
theorem matching_iff_orthogonal (C : Channel r ι) {e₁ e₂ : ℝ} {u₁ du₁ u₂ du₂ : ℝ → ℝ}
    (h₁ : C.IsSolution e₁ u₁ du₁) (h₂ : C.IsSolution e₂ u₂ du₂) (he : e₁ ≠ e₂) :
    du₁ r * u₂ r = u₁ r * du₂ r ↔ C.genOverlap u₁ u₂ = 0 := by
  rw [← sub_eq_zero, wronskian_eq C h₁ h₂]
  simp [sub_ne_zero.mpr he]
```

## (d) Two channels with matched solutions

A second channel $A$ on the same interval may have its own potential, projectors and matrices. Let $f_1,f_2$ be its solutions at the same distinct energies $e_1,e_2$, with $u_k(r)=f_k(r)$ and $u_k'(r)=f_k'(r)$ for $k=1,2$. Show that
$$\langle u_1,u_2\rangle_{S}=\langle f_1,f_2\rangle_{S_A},$$
where $S_A$ denotes the generalized overlap of channel $A$.

**Solution.** The matched boundary data give equal Wronskians at $r$. Apply (b) in each channel and divide by $-2(e_1-e_2)$.

Channel $A$ may have no projectors; its generalized overlap is then the plain one, as for an all-electron reference with a local potential. The matching is a hypothesis here, representing the agreement sought when a dataset is constructed. In the proof, `hC` holds the equated Wronskians, and `mul_left_cancel₀` does the division.

```lean
/-- If the solutions of two channels agree in value and slope at `r` at two distinct
energies, then their generalized overlaps agree. -/
theorem overlap_eq_of_matched (C : Channel r ι) (A : Channel r κ) {e₁ e₂ : ℝ}
    {u₁ du₁ u₂ du₂ f₁ df₁ f₂ df₂ : ℝ → ℝ}
    (h₁ : C.IsSolution e₁ u₁ du₁) (h₂ : C.IsSolution e₂ u₂ du₂)
    (k₁ : A.IsSolution e₁ f₁ df₁) (k₂ : A.IsSolution e₂ f₂ df₂) (he : e₁ ≠ e₂)
    (m₁ : u₁ r = f₁ r ∧ du₁ r = df₁ r) (m₂ : u₂ r = f₂ r ∧ du₂ r = df₂ r) :
    C.genOverlap u₁ u₂ = A.genOverlap f₁ f₂ := by
  have hC := wronskian_eq C h₁ h₂
  rw [m₁.1, m₁.2, m₂.1, m₂.2, wronskian_eq A k₁ k₂] at hC
  exact (mul_left_cancel₀ (mul_ne_zero (by norm_num) (sub_ne_zero.mpr he)) hC).symm
```

## (e) The energy slope of the logarithmic derivative

Suppose solutions $u_e$ exist for all $e$ near $e_0$, with $u_{e_0}(r)\ne0$. Assume also that $u_e(r)$ and $\langle u_e,u_{e_0}\rangle_S$ are continuous in $e$ at $e_0$. Show that
$$\left.\frac{d}{de}\frac{u_e'(r)}{u_e(r)}\right|_{e_0}=-\frac{2\langle u_{e_0},u_{e_0}\rangle_S}{u_{e_0}(r)^2}.$$

**Solution.** By continuity $u_e(r)\neq0$ near $e_0$. For such $e\ne e_0$, a common denominator and (b) give
$$\frac{1}{e-e_0}\left(\frac{u_e'(r)}{u_e(r)}-\frac{u_{e_0}'(r)}{u_{e_0}(r)}\right)=-\frac{2\langle u_e,u_{e_0}\rangle_S}{u_e(r)u_{e_0}(r)} .$$
Let $e\to e_0$.

The continuity assumptions mean that the solution can be followed through $e_0$ without a jump in its normalisation or shape that would affect these two quantities. They are assumed, not derived from the radial equation. In Lean, `∀ᶠ e in 𝓝 e₀` means "for all $e$ near $e_0$". The limit of the right side is `hlim`, and the final `linear_combination` identifies it with the difference quotient through `wronskian_eq`.

```lean
/-- Let solutions be given for all energies near `e₀`, with nonzero amplitude at `r` for `e₀`
itself. If the amplitude at `r` and the generalized overlap with the solution at `e₀` are continuous
in energy at `e₀`, then at `e₀` the energy derivative of the logarithmic derivative is `-2` times
the generalized norm divided by the squared amplitude at `r`. -/
theorem hasDerivAt_logDeriv (C : Channel r ι) {u du : ℝ → ℝ → ℝ} {e₀ : ℝ}
    (h : ∀ᶠ e in 𝓝 e₀, C.IsSolution e (u e) (du e)) (h0 : u e₀ r ≠ 0)
    (hu : ContinuousAt (fun e => u e r) e₀)
    (hS : ContinuousAt (fun e => C.genOverlap (u e) (u e₀)) e₀) :
    HasDerivAt (fun e => du e r / u e r)
      (-2 * C.genOverlap (u e₀) (u e₀) / (u e₀ r * u e₀ r)) e₀ := by
  rw [hasDerivAt_iff_tendsto_slope]
  have hlim : Tendsto (fun e => -2 * C.genOverlap (u e) (u e₀) / (u e r * u e₀ r)) (𝓝 e₀)
      (𝓝 (-2 * C.genOverlap (u e₀) (u e₀) / (u e₀ r * u e₀ r))) :=
    (hS.tendsto.const_mul (-2)).div (hu.tendsto.mul_const _) (mul_ne_zero h0 h0)
  refine (hlim.mono_left nhdsWithin_le_nhds).congr' ?_
  -- the difference quotient is the Wronskian identity in disguise
  filter_upwards [h.filter_mono nhdsWithin_le_nhds,
    (hu.eventually_ne h0).filter_mono nhdsWithin_le_nhds, self_mem_nhdsWithin] with e hs hne he
  have hd : e - e₀ ≠ 0 := sub_ne_zero.mpr he
  have hw := wronskian_eq C hs h.self_of_nhds
  rw [slope_def_field, div_sub_div _ _ hne h0, div_div,
    div_eq_div_iff (mul_ne_zero hne h0) (mul_ne_zero (mul_ne_zero hne h0) hd)]
  linear_combination (-(u e r * u e₀ r)) * hw
```

## (f) A rising logarithmic derivative

Under the assumptions of (e), show that
$$\left.\frac{d}{de}\frac{u_e'(r)}{u_e(r)}\right|_{e_0}>0\quad\Longleftrightarrow\quad\langle u_{e_0},u_{e_0}\rangle_S<0 .$$

**Solution.** In (e), the denominator $u_{e_0}(r)^2$ is positive and the numerator carries the factor $-2$, so the slope and the generalized norm have opposite signs. The proof clears the denominator with `lt_div_iff₀` and leaves the sign to `linarith`.

In a scattering test of a single radial channel satisfying the assumptions of (e), a rising logarithmic derivative therefore reveals a negative generalized norm, a warning sign for ghost states. The ordinary jump from $-\infty$ to $+\infty$ across an energy with $u_e(r)=0$ is not such a rise; (e) excludes that energy. The absence of a rise does not rule out ghosts: for $q=0$ the norm is positive, whether or not the separable potential has a ghost state.

```lean
/-- Let solutions be given for all energies near `e₀`, with nonzero amplitude at `r` for `e₀`
itself. If the amplitude at `r` and the generalized overlap with the solution at `e₀` are continuous
in energy at `e₀`, then the logarithmic derivative has positive energy derivative at `e₀` exactly
when the generalized norm is negative. -/
theorem logDeriv_rising_iff (C : Channel r ι) {u du : ℝ → ℝ → ℝ} {e₀ : ℝ}
    (h : ∀ᶠ e in 𝓝 e₀, C.IsSolution e (u e) (du e)) (h0 : u e₀ r ≠ 0)
    (hu : ContinuousAt (fun e => u e r) e₀)
    (hS : ContinuousAt (fun e => C.genOverlap (u e) (u e₀)) e₀) :
    0 < deriv (fun e => du e r / u e r) e₀ ↔ C.genOverlap (u e₀) (u e₀) < 0 := by
  rw [(hasDerivAt_logDeriv C h h0 hu hS).deriv, lt_div_iff₀ (mul_self_pos.mpr h0)]
  constructor <;> intro hh <;> linarith
```

## (g) An explicit pair of solutions

Take $r=1$, $V=0$, one projector $p(x)=x$, $D=15$ and $q=2$. Verify the two solutions
$$u_1(x)=x\ \text{ at } e_1=3,\qquad u_2(x)=x^3\ \text{ at } e_2=0 .$$

**Solution.** Both functions vanish at the origin. The projections are $\langle p,u_1\rangle=\tfrac13$ and $\langle p,u_2\rangle=\tfrac15$, so the couplings are $(15-6)/3=3$ and $15/5=3$. The nonlocal term is $3x$ in both cases. For $u_1$ the equation reads $0+3x=3x$; for $u_2$ it reads $-3x+3x=0$.

The identity in (b) can be followed in numbers: $W(1)=1-3=-2$, while $\langle u_1,u_2\rangle_S=\tfrac15+\tfrac2{15}=\tfrac13$ and $-2\cdot3\cdot\tfrac13=-2$.

The channel is defined first. In the theorem, `a1` and `a2` are the projections, `c1` and `c2` the couplings, and `n1` and `n2` the nonlocal terms.

```lean
/-- A channel on `[0, 1]` with no local potential, one projector `p(x) = x`, `D = 15`
and `q = 2`. -/
def linearChannel : Channel 1 Unit where
  V := fun _ => 0
  p := fun _ x => x
  D := Matrix.of fun _ _ => 15
  q := Matrix.of fun _ _ => 2
  r_pos := one_pos
  p_cont := fun _ => continuousOn_id
  D_symm := by ext i j; rfl
  q_symm := by ext i j; rfl

/-- In this channel `x` is a solution at energy `3` and `x ^ 3` is a solution at energy `0`. -/
theorem linearChannel_witness :
    linearChannel.IsSolution 3 (fun x => x) (fun _ => 1) ∧
      linearChannel.IsSolution 0 (fun x => x ^ 3) (fun x => 3 * x ^ 2) := by
  have a1 : ∫ x in (0 : ℝ)..1, x * x = 1 / 3 := by
    simp_rw [← pow_two]
    rw [integral_pow]
    norm_num
  have a2 : ∫ x in (0 : ℝ)..1, x * x ^ 3 = 1 / 5 := by
    simp_rw [← pow_succ']
    rw [integral_pow]
    norm_num
  have c1 : ∀ i, linearChannel.coupling 3 (fun x => x) i = 3 := fun i => by
    simp only [Channel.coupling, linearChannel, overlap, Finset.univ_unique,
      Finset.sum_singleton, Matrix.of_apply, a1]
    norm_num
  have c2 : ∀ i, linearChannel.coupling 0 (fun x => x ^ 3) i = 3 := fun i => by
    simp only [Channel.coupling, linearChannel, overlap, Finset.univ_unique,
      Finset.sum_singleton, Matrix.of_apply, a2]
    norm_num
  have n1 : ∀ x, linearChannel.nonlocalTerm 3 (fun x => x) x = x * 3 := fun x => by
    simp only [Channel.nonlocalTerm, Finset.univ_unique, Finset.sum_singleton, c1]
    rfl
  have n2 : ∀ x, linearChannel.nonlocalTerm 0 (fun x => x ^ 3) x = x * 3 := fun x => by
    simp only [Channel.nonlocalTerm, Finset.univ_unique, Finset.sum_singleton, c2]
    rfl
  have d2 : ∀ x : ℝ, HasDerivAt (fun y : ℝ => 3 * y ^ 2) (6 * x) x := fun x =>
    ((hasDerivAt_pow 2 x).const_mul 3).congr_deriv (by norm_num; ring)
  have hV : ∀ x, linearChannel.V x = 0 := fun _ => rfl
  constructor
  · refine ⟨by fun_prop, by fun_prop, fun x _ => hasDerivAt_id' x,
      fun x _ => differentiableAt_const _, rfl, fun x _ => ?_⟩
    rw [n1, hV, (hasDerivAt_const x (1 : ℝ)).deriv]
    ring
  · refine ⟨by fun_prop, by fun_prop, fun x _ => ?_,
      fun x _ => (d2 x).differentiableAt, by norm_num, fun x _ => ?_⟩
    · simpa using hasDerivAt_pow 3 x
    · rw [n2, hV, (d2 x).deriv]
      ring

end

end PAWScattering
```

```lean
#print axioms PAWScattering.wronskian_eq
#print axioms PAWScattering.matching_iff_orthogonal
#print axioms PAWScattering.overlap_eq_of_matched
#print axioms PAWScattering.logDeriv_rising_iff
```

```
'PAWScattering.wronskian_eq' depends on axioms: [propext, Classical.choice, Quot.sound]
'PAWScattering.matching_iff_orthogonal' depends on axioms: [propext, Classical.choice, Quot.sound]
'PAWScattering.overlap_eq_of_matched' depends on axioms: [propext, Classical.choice, Quot.sound]
'PAWScattering.logDeriv_rising_iff' depends on axioms: [propext, Classical.choice, Quot.sound]
```
